# The spectrum of a spin-2 component depends only on the length of its real coefficient vector

In units with ħ = 1 and for real a, b, c, the spin-2 matrix S = a Jx + b Jy + c Jz has characteristic polynomial

X(X² − r²)(X² − 4r²), where r² = a² + b² + c² and r ≥ 0.

Its eigenvalues are therefore 0, ±r and ±2r. In particular, Jx and Jz share the polynomial X(X² − 1)(X² − 4). For an isolated spin 2 whose only energy term is an isotropic linear coupling to a magnetic field, this means that the level pattern does not depend on the field direction.

## The matrix elements 2, √6, √6, 2

The basis is ordered as m = 2, 1, 0, −1, −2, with ħ = 1. The raising matrix J+ sends the state m = 2 to zero and takes every other state to the next higher m, with the amplitudes √(6 − m(m+1)) of spin 2. These amplitudes are entered here as explicit numbers; neither the commutation relations nor J² = 6 is proved.

In Lean 4 with Mathlib:

```lean
import Mathlib

open Matrix Polynomial

namespace SpinTwoSpectrum

noncomputable section

/-- The number √6 as a complex matrix element. -/
def s6 : ℂ := ((Real.sqrt 6 : ℝ) : ℂ)

/-- The spin-2 matrix `Jz` in the basis m = 2, 1, 0, -1, -2. -/
def Jz : Matrix (Fin 5) (Fin 5) ℂ :=
  !![2, 0, 0, 0, 0; 0, 1, 0, 0, 0; 0, 0, 0, 0, 0; 0, 0, 0, -1, 0; 0, 0, 0, 0, -2]

/-- The spin-2 raising matrix. -/
def Jplus : Matrix (Fin 5) (Fin 5) ℂ :=
  !![0, 2, 0, 0, 0; 0, 0, s6, 0, 0; 0, 0, 0, s6, 0; 0, 0, 0, 0, 2; 0, 0, 0, 0, 0]

/-- The spin-2 lowering matrix, the transpose of the raising matrix. -/
def Jminus : Matrix (Fin 5) (Fin 5) ℂ := Jplusᵀ
```

The value √6 matters through its square. If it were replaced by a real number s, the determinant formula below would give Jx the polynomial x(x² − 1)(x² − 1 − s²/2). This agrees with that of Jz only when s² = 6.

## A lowering matrix tied to the raising matrix

J− is the transpose of J+. As J+ is real, J− is also its adjoint, which is what makes Jx and Jy observables.

```lean
/-- The x component, `(J+ + J-) / 2`. -/
def Jx : Matrix (Fin 5) (Fin 5) ℂ := (1 / 2 : ℂ) • (Jplus + Jminus)

/-- The y component, `(J+ - J-) / (2i)`. -/
def Jy : Matrix (Fin 5) (Fin 5) ℂ := (-Complex.I / 2) • (Jplus - Jminus)

/-- The spin component `a Jx + b Jy + c Jz` along a real vector `(a, b, c)`. -/
def spinAlong (a b c : ℝ) : Matrix (Fin 5) (Fin 5) ℂ :=
  (a : ℂ) • Jx + (b : ℂ) • Jy + (c : ℂ) • Jz
```

In S, the matrix J+ has coefficient (a − ib)/2 and J− has coefficient (a + ib)/2. With w = a² + b², the products of opposite off-diagonal entries are w, 3w/2, 3w/2, w. The factor 3/2 is 6/4, which is where `s6_sq` enters. Without the link between J− and J+ these products would change: with J− = 0, for example, Jx would be strictly upper triangular and have only the eigenvalue 0.

```lean
/-- The matrix element √6 squares to 6. -/
theorem s6_sq : s6 ^ 2 = 6 := by
  unfold s6
  rw [← Complex.ofReal_pow, Real.sq_sqrt (by norm_num)]
  norm_num
```

In a tridiagonal determinant, only permutations made of disjoint swaps of neighbours contribute. Each swap replaces two diagonal entries by minus one product of opposite entries. For size five there is one term without swaps, four with one swap and three with two. `det_tridiagonal` obtains the same sum by cofactor expansion.

```lean
/-- The determinant of a tridiagonal 5×5 matrix, in which the off-diagonal entries occur only
through the products of opposite pairs. -/
theorem det_tridiagonal (d₀ d₁ d₂ d₃ d₄ u₀ u₁ u₂ u₃ l₀ l₁ l₂ l₃ : ℂ) :
    (!![d₀, u₀, 0, 0, 0; l₀, d₁, u₁, 0, 0; 0, l₁, d₂, u₂, 0; 0, 0, l₂, d₃, u₃;
        0, 0, 0, l₃, d₄] : Matrix (Fin 5) (Fin 5) ℂ).det =
      d₀ * d₁ * d₂ * d₃ * d₄ - (u₀ * l₀) * d₂ * d₃ * d₄ - (u₁ * l₁) * d₀ * d₃ * d₄
        - (u₂ * l₂) * d₀ * d₁ * d₄ - (u₃ * l₃) * d₀ * d₁ * d₂
        + (u₀ * l₀) * (u₂ * l₂) * d₄ + (u₀ * l₀) * (u₃ * l₃) * d₂
        + (u₁ * l₁) * (u₃ * l₃) * d₀ := by
  simp [Matrix.det_succ_row_zero, Fin.sum_univ_succ, Fin.succAbove]
  ring
```

For x − S the diagonal is x − 2c, x − c, x, x + c, x + 2c, and the signs of the off-diagonal entries cancel in the products. The terms combine as follows:

no swap: x(x² − c²)(x² − 4c²)

outer swaps: −w x[(x + c)(x + 2c) + (x − 2c)(x − c)] = −w x(2x² + 4c²)

inner swaps: −(3w/2)(x² − 4c²)(2x) = −3w x(x² − 4c²)

two swaps: w²[(3/2)(x + 2c) + x + (3/2)(x − 2c)] = 4w²x

Their sum is

x[x⁴ − 5(w + c²)x² + 4(w + c²)²] = x(x² − r²)(x² − 4r²).

In the proof, `hM` writes out the secular matrix entry by entry, `h0` and `h1` are the two kinds of product, and `ring` collects the terms.

```lean
/-- The secular determinant of the spin-2 component along `(a, b, c)`. -/
theorem secular_det (a b c : ℝ) (x : ℂ) :
    (x • (1 : Matrix (Fin 5) (Fin 5) ℂ) - spinAlong a b c).det =
      x * (x ^ 2 - ((a ^ 2 + b ^ 2 + c ^ 2 : ℝ) : ℂ))
        * (x ^ 2 - 4 * ((a ^ 2 + b ^ 2 + c ^ 2 : ℝ) : ℂ)) := by
  -- the secular matrix is tridiagonal
  have hM : x • (1 : Matrix (Fin 5) (Fin 5) ℂ) - spinAlong a b c =
      !![x - 2 * c, -(a - Complex.I * b), 0, 0, 0;
         -(a + Complex.I * b), x - c, -(s6 / 2 * (a - Complex.I * b)), 0, 0;
         0, -(s6 / 2 * (a + Complex.I * b)), x, -(s6 / 2 * (a - Complex.I * b)), 0;
         0, 0, -(s6 / 2 * (a + Complex.I * b)), x + c, -(a - Complex.I * b);
         0, 0, 0, -(a + Complex.I * b), x + 2 * c] := by
    ext i j
    fin_cases i <;> fin_cases j <;>
      simp [spinAlong, Jx, Jy, Jz, Jplus, Jminus] <;> ring
  -- products of opposite off-diagonal entries depend only on a² + b²
  have h0 : (-((a : ℂ) - Complex.I * b)) * (-((a : ℂ) + Complex.I * b)) =
      (a : ℂ) ^ 2 + (b : ℂ) ^ 2 := by
    linear_combination (-(b : ℂ) ^ 2) * Complex.I_sq
  have h1 : (-(s6 / 2 * ((a : ℂ) - Complex.I * b))) * (-(s6 / 2 * ((a : ℂ) + Complex.I * b))) =
      3 / 2 * ((a : ℂ) ^ 2 + (b : ℂ) ^ 2) := by
    linear_combination (((a : ℂ) ^ 2 - Complex.I ^ 2 * (b : ℂ) ^ 2) / 4) * s6_sq
      + (-(3 / 2) * (b : ℂ) ^ 2) * Complex.I_sq
  rw [hM, det_tridiagonal, h0, h1]
  push_cast
  ring
```

The same argument for spin 1 uses a 3×3 matrix with both products equal to w/2, and gives x(x² − r²).

## Real coefficients a, b, c

Real coefficients describe a direction in space together with a magnitude, and they make S Hermitian. The determinant algebra does not need them to be real. `charpoly_spinAlong` turns the values at all complex x into a polynomial identity, since two complex polynomials that agree everywhere are equal. The unit vectors along x and z then give the statement about Jx and Jz.

```lean
/-- The spin-2 component along `(a, b, c)` has characteristic polynomial
`X (X² - r²) (X² - 4r²)` with `r² = a² + b² + c²`. -/
theorem charpoly_spinAlong (a b c : ℝ) :
    (spinAlong a b c).charpoly =
      X * (X ^ 2 - C ((a ^ 2 + b ^ 2 + c ^ 2 : ℝ) : ℂ))
        * (X ^ 2 - C (4 * ((a ^ 2 + b ^ 2 + c ^ 2 : ℝ) : ℂ))) := by
  -- two complex polynomials with the same values are equal
  apply Polynomial.funext
  intro x
  rw [Matrix.eval_charpoly, Matrix.scalar_apply, ← Matrix.smul_one_eq_diagonal, secular_det]
  simp only [eval_mul, eval_sub, eval_pow, eval_X, eval_C]

/-- `Jx` and `Jz` both have characteristic polynomial `X (X² - 1) (X² - 4)`. -/
theorem charpoly_Jx_and_Jz :
    Jx.charpoly = X * (X ^ 2 - 1) * (X ^ 2 - 4) ∧
      Jz.charpoly = X * (X ^ 2 - 1) * (X ^ 2 - 4) := by
  have hx : Jx = spinAlong 1 0 0 := by simp [spinAlong]
  have hz : Jz = spinAlong 0 0 1 := by simp [spinAlong]
  have h4 : (C (4 : ℂ) : ℂ[X]) = 4 := map_ofNat C 4
  constructor
  · rw [hx, charpoly_spinAlong]
    norm_num [h4]
  · rw [hz, charpoly_spinAlong]
    norm_num [h4]
```

Reality is needed when r is read as a length: a² + b² + c² is then nonnegative and has a real square root. In `eigenvalue_iff` this is the step `hr`. The polynomial factors as

μ(μ − r)(μ + r)(μ − 2r)(μ + 2r),

and a product vanishes exactly when one of its factors does. For r = 0 all five roots coincide at 0, and S is the zero matrix.

The statement could also have been modelled with complex a, b, c. The polynomial would keep its form, with q = a² + b² + c² in place of r², but q could vanish for a nonzero vector: (1, i, 0) gives S = J+, whose only eigenvalue is 0. The eigenvalue condition could then be written as μ = 0, μ² = q or μ² = 4q, without reference to a length.

## A nonzero eigenvector

The condition `v ≠ 0` says that v represents a physical state. By hand, Sv = μv means (μ − S)v = 0, and a nonzero solution exists exactly when the determinant of μ − S is zero; `hker` is this equivalence. Without the condition every μ would qualify, through v = 0.

```lean
/-- The eigenvalues of the spin-2 component along a vector of length `r` are exactly
`0, r, -r, 2r, -2r`. -/
theorem eigenvalue_iff (a b c : ℝ) (μ : ℂ) :
    (∃ v : Fin 5 → ℂ, v ≠ 0 ∧ spinAlong a b c *ᵥ v = μ • v) ↔
      μ = 0 ∨ μ = (Real.sqrt (a ^ 2 + b ^ 2 + c ^ 2) : ℂ)
        ∨ μ = -(Real.sqrt (a ^ 2 + b ^ 2 + c ^ 2) : ℂ)
        ∨ μ = 2 * (Real.sqrt (a ^ 2 + b ^ 2 + c ^ 2) : ℂ)
        ∨ μ = -(2 * (Real.sqrt (a ^ 2 + b ^ 2 + c ^ 2) : ℂ)) := by
  have hr : ((a ^ 2 + b ^ 2 + c ^ 2 : ℝ) : ℂ) =
      (Real.sqrt (a ^ 2 + b ^ 2 + c ^ 2) : ℂ) ^ 2 := by
    rw [← Complex.ofReal_pow, Real.sq_sqrt (by positivity)]
  -- an eigenvector is a kernel vector of the secular matrix
  have hker : (∃ v : Fin 5 → ℂ, v ≠ 0 ∧ spinAlong a b c *ᵥ v = μ • v) ↔
      (μ • (1 : Matrix (Fin 5) (Fin 5) ℂ) - spinAlong a b c).det = 0 := by
    rw [← Matrix.exists_mulVec_eq_zero_iff]
    refine exists_congr fun v => and_congr_right fun _ => ?_
    rw [Matrix.sub_mulVec, Matrix.smul_mulVec, Matrix.one_mulVec, sub_eq_zero]
    exact eq_comm
  rw [hker, secular_det, hr]
  generalize (Real.sqrt (a ^ 2 + b ^ 2 + c ^ 2) : ℂ) = r
  have hf : μ * (μ ^ 2 - r ^ 2) * (μ ^ 2 - 4 * r ^ 2) =
      μ * ((μ - r) * ((μ + r) * ((μ - 2 * r) * (μ + 2 * r)))) := by ring
  rw [hf]
  simp only [mul_eq_zero, sub_eq_zero, add_eq_zero_iff_eq_neg]
```

By the Cayley–Hamilton theorem S satisfies its own characteristic polynomial, which expands to X⁵ − 5r²X³ + 4r⁴X. Hence S⁵ = 5r²S³ − 4r⁴S, and the fifth power of S reduces to lower ones.

```lean
/-- The fifth power of a spin-2 component `S` reduces to lower powers:
`S⁵ = 5r² S³ - 4r⁴ S`. -/
theorem spinAlong_pow_five (a b c : ℝ) :
    spinAlong a b c ^ 5 =
      (5 * ((a ^ 2 + b ^ 2 + c ^ 2 : ℝ) : ℂ)) • spinAlong a b c ^ 3
        - (4 * ((a ^ 2 + b ^ 2 + c ^ 2 : ℝ) : ℂ) ^ 2) • spinAlong a b c := by
  have h := Matrix.aeval_self_charpoly (spinAlong a b c)
  rw [charpoly_spinAlong] at h
  generalize ((a ^ 2 + b ^ 2 + c ^ 2 : ℝ) : ℂ) = q at h ⊢
  have hp : (X * (X ^ 2 - C q) * (X ^ 2 - C (4 * q)) : ℂ[X]) =
      X ^ 5 - (5 * q) • X ^ 3 + (4 * q ^ 2) • X := by
    have h4 : (C (4 : ℂ) : ℂ[X]) = 4 := map_ofNat C 4
    have h5 : (C (5 : ℂ) : ℂ[X]) = 5 := map_ofNat C 5
    simp only [Polynomial.smul_eq_C_mul, C_mul, C_pow, h4, h5]
    ring
  rw [hp] at h
  simp only [map_add, map_sub, map_smul, map_pow, aeval_X] at h
  linear_combination (norm := module) h
```

## Normalised columns in the change of basis

The columns of `xBasis` are the states of definite Jx, in the order 2, 1, 0, −1, −2, written in the Jz basis. With components v₀ to v₄,

Jx v = (v₁, v₀ + (√6/2)v₂, (√6/2)(v₁ + v₃), (√6/2)v₂ + v₄, v₃).

The first column, (1/4, 1/2, √6/4, 1/2, 1/4), is sent to (1/2, 1, √6/2, 1, 1/2), which is twice itself. The other columns are checked in the same way. Each has norm 1, and eigenvectors of a Hermitian matrix with different eigenvalues are orthogonal, so the matrix U of columns is unitary. The five eigenvalue equations together read U Jz = Jx U, and multiplying by U† on the right gives U Jz U† = Jx.

```lean
/-- The matrix whose columns are eigenvectors of `Jx`, written in the `Jz` basis. -/
def xBasis : Matrix (Fin 5) (Fin 5) ℂ :=
  !![1/4, 1/2, s6/4, 1/2, 1/4; 1/2, 1/2, 0, -1/2, -1/2; s6/4, 0, -1/2, 0, s6/4;
     1/2, -1/2, 0, 1/2, -1/2; 1/4, -1/2, s6/4, -1/2, 1/4]
```

The proof checks that U equals its own adjoint (`hH`), that U² = 1 (`hU`) and that the eigenvalue equations hold (`hE`). If the columns were rescaled, `hE` would survive but unitarity would in general fail, and U† would no longer serve as the inverse.

```lean
/-- The matrix `xBasis` is unitary and carries `Jz` into `Jx`. -/
theorem xBasis_diagonalizes : xBasisᴴ * xBasis = 1 ∧ xBasis * Jz * xBasisᴴ = Jx := by
  have hs := s6_sq
  have hc : (starRingEnd ℂ) s6 = s6 := Complex.conj_ofReal _
  -- the matrix equals its own conjugate transpose
  have hH : xBasisᴴ = xBasis := by
    ext i j
    fin_cases i <;> fin_cases j <;> simp [xBasis, Matrix.conjTranspose_apply, hc]
  have hU : xBasis * xBasis = 1 := by
    ext i j
    fin_cases i <;> fin_cases j <;>
      simp [xBasis, Matrix.mul_apply, Fin.sum_univ_succ] <;> grind
  -- column by column, this is the eigenvalue equation of Jx
  have hE : xBasis * Jz = Jx * xBasis := by
    ext i j
    fin_cases i <;> fin_cases j <;>
      simp [xBasis, Jx, Jz, Jplus, Jminus, Matrix.mul_apply, Fin.sum_univ_succ] <;> grind
  rw [hH]
  exact ⟨hU, by rw [hE, Matrix.mul_assoc, hU, Matrix.mul_one]⟩

end

end SpinTwoSpectrum
```

```lean
#print axioms SpinTwoSpectrum.charpoly_Jx_and_Jz
#print axioms SpinTwoSpectrum.eigenvalue_iff
#print axioms SpinTwoSpectrum.spinAlong_pow_five
#print axioms SpinTwoSpectrum.xBasis_diagonalizes
```

```
'SpinTwoSpectrum.charpoly_Jx_and_Jz' depends on axioms: [propext, Classical.choice, Quot.sound]
'SpinTwoSpectrum.eigenvalue_iff' depends on axioms: [propext, Classical.choice, Quot.sound]
'SpinTwoSpectrum.spinAlong_pow_five' depends on axioms: [propext, Classical.choice, Quot.sound]
'SpinTwoSpectrum.xBasis_diagonalizes' depends on axioms: [propext, Classical.choice, Quot.sound]
```
